# The threshold $Ic>1$ for a unique spontaneous moment under a saturating, strictly concave response

The electrons enter through a single real function $F$, which is not computed from a band structure: $F(x)$ is the magnetic moment produced by an exchange splitting $x\ge 0$. The exchange constant $I>0$ turns a moment $m$ into a splitting $Im$, and self-consistency requires $m=F(Im)$.

The hypotheses are that $F$ is strictly concave on $[0,\infty)$, that $F(0)=0$, that $F$ has a finite right derivative $c$ at $0$, and that $F(x)\le B$ for some constant $B$. Strict concavity says that equal increases of the splitting add less and less to the moment, and the bound reflects the finite number of electrons available to polarise. The slope $c$ is the response per unit splitting in the limit of small splitting; in a Stoner model at low temperature, with $x$ the full energy separation between the two spin bands and the moment counted as the excess of majority over minority electrons (that is, in Bohr magnetons), it is approximately the density of states per spin at the Fermi level.

In this one-parameter mean-field model, $Ic>1$ has the form of the Stoner criterion. Neither $c$ nor the concavity is derived from bands, and no energies are compared. A response that becomes exactly constant at full polarisation is excluded, because it is not strictly concave.

```lean
import Mathlib

open Set Filter Topology

namespace SelfConsistentExchangeSplitting

noncomputable section
```

A spontaneous moment is a positive solution. The solution $m=0$ always exists because $F(0)=0$, so positivity is part of the definition. In Lean, `F` is defined on all of `ℝ`, but the hypotheses constrain it only on `Ici 0`, which is $[0,\infty)$.

```lean
/-- A positive moment `m` that is reproduced by the response `F` to its own exchange
splitting `I * m`. -/
structure IsSpontaneousMoment (F : ℝ → ℝ) (I m : ℝ) : Prop where
  pos : 0 < m
  balance : m = F (I * m)
```

## The response per unit splitting falls

Let $0<x<y$. The point $x$ lies between $0$ and $y$, with weights $1-x/y$ and $x/y$, so strict concavity gives

$$F(x)>\left(1-\frac xy\right)F(0)+\frac xy\,F(y)=\frac xy\,F(y).$$

Multiplying by $y$ yields $xF(y)<yF(x)$, that is, $F(y)/y<F(x)/x$. In the proof, `hF.2` supplies the chord inequality.

```lean
/-- The response per unit splitting, `F x / x`, falls strictly as the splitting grows
(written without division). -/
theorem response_ratio_decreasing {F : ℝ → ℝ} (hF : StrictConcaveOn ℝ (Ici 0) F)
    (h0 : F 0 = 0) {x y : ℝ} (hx : 0 < x) (hxy : x < y) : x * F y < y * F x := by
  have hy : 0 < y := hx.trans hxy
  -- compare `F x` with the chord from the origin to `y`
  have h := hF.2 (mem_Ici.2 (le_refl (0 : ℝ))) (mem_Ici.2 hy.le) hy.ne
    (sub_pos.2 ((div_lt_one hy).2 hxy)) (div_pos hx hy) (sub_add_cancel 1 (x / y))
  have e : x / y * y = x := by field_simp
  simp only [smul_eq_mul, h0, mul_zero, zero_add, e] at h
  calc x * F y = y * (x / y * F y) := by field_simp
    _ < y * F x := mul_lt_mul_of_pos_left h hy
```

Since $F(0)=0$, the difference quotient at zero is this same ratio:

$$\frac{F(t)-F(0)}{t-0}=\frac{F(t)}{t}\longrightarrow c\qquad(t\to0^+).$$

The hypothesis `HasDerivWithinAt F c (Ioi 0) 0` is the right derivative, so negative splittings play no role.

```lean
/-- The response per unit splitting tends to the initial slope `c` at small splitting. -/
theorem response_ratio_tendsto {F : ℝ → ℝ} {c : ℝ} (h0 : F 0 = 0)
    (hc : HasDerivWithinAt F c (Ioi 0) 0) :
    Tendsto (fun t => F t / t) (𝓝[>] 0) (𝓝 c) := by
  have h := (hasDerivWithinAt_iff_tendsto_slope' (by simp)).1 hc
  refine h.congr (fun t => ?_)
  simp [slope_def_field, h0]
```

The ratio falls from its limit $c$, so it should lie strictly below $c$ at every $x>0$. A limit preserves only weak inequalities, and an intermediate point restores the strict one. For $0<t<x/2$ the ratio at $x/2$ is below $F(t)/t$, and letting $t\to0^+$ gives

$$\frac{F(x)}{x}<\frac{F(x/2)}{x/2}\le c.$$

Hence $F(x)<cx$. The weak inequality comes from `ge_of_tendsto`, the strict one from `hhalf`.

```lean
/-- At every positive splitting the response lies strictly below its linear extrapolation
from zero splitting. -/
theorem response_lt_linear {F : ℝ → ℝ} {c : ℝ} (hF : StrictConcaveOn ℝ (Ici 0) F)
    (h0 : F 0 = 0) (hc : HasDerivWithinAt F c (Ioi 0) 0) {x : ℝ} (hx : 0 < x) :
    F x < c * x := by
  have hx2 : 0 < x / 2 := half_pos hx
  have hhalf := response_ratio_decreasing hF h0 hx2 (half_lt_self hx)
  -- the ratio at `x / 2` is at most its limit at zero
  have hle : F (x / 2) / (x / 2) ≤ c := by
    refine ge_of_tendsto (response_ratio_tendsto h0 hc) ?_
    filter_upwards [Ioo_mem_nhdsGT hx2] with t ht
    rw [div_le_div_iff₀ hx2 ht.1]
    have := response_ratio_decreasing hF h0 ht.1 ht.2
    linarith
  rw [div_le_iff₀ hx2] at hle
  have h2 : F x < 2 * F (x / 2) :=
    lt_of_mul_lt_mul_left (by linarith : x * F x < x * (2 * F (x / 2))) hx.le
  linarith
```

## Feedback on either side of the solution

Let $m$ be a spontaneous moment and $n>0$ a trial moment. If $n<m$, the ratio inequality at $In<Im$, with $F(Im)=m$, reads

$$In\cdot m<Im\cdot F(In),$$

so $n<F(In)$. If $n>m$, the same inequality at $Im<In$ gives $Im\cdot F(In)<In\cdot m$, so $F(In)<n$.

In a self-consistency loop for this model, $n$ is the input moment and $F(In)$ the output moment. When a spontaneous moment exists, the sign of output minus input tells on which side of it the input lies, which is the information that bisection needs.

```lean
/-- A positive trial moment `n` below the spontaneous moment `m` produces a response larger than
itself, and a trial moment above `m` produces a response smaller than itself. -/
theorem feedback_restores {F : ℝ → ℝ} {I m n : ℝ} (hF : StrictConcaveOn ℝ (Ici 0) F)
    (h0 : F 0 = 0) (hI : 0 < I) (hm : IsSpontaneousMoment F I m) (hn : 0 < n) :
    (n < m → n < F (I * n)) ∧ (m < n → F (I * n) < n) := by
  have hIm : 0 < I * m := mul_pos hI hm.pos
  constructor
  · intro h
    have h1 := response_ratio_decreasing hF h0 (mul_pos hI hn) (mul_lt_mul_of_pos_left h hI)
    rw [← hm.balance] at h1
    exact lt_of_mul_lt_mul_left (by linarith : I * m * n < I * m * F (I * n)) hIm.le
  · intro h
    have h1 := response_ratio_decreasing hF h0 hIm (mul_lt_mul_of_pos_left h hI)
    rw [← hm.balance] at h1
    exact lt_of_mul_lt_mul_left (by linarith : I * m * F (I * n) < I * m * n) hIm.le
```

## Existence above the threshold

Suppose $Ic>1$. Since $F(t)/t\to c>1/I$, some small $t>0$ satisfies $F(t)>t/I$. Put $a=t/I$, so that $F(Ia)>a$. At the other end, take $b=\max(a,B)$; then $F(Ib)\le B\le b$.

A concave function is continuous on the open half-line $(0,\infty)$. The function $g(m)=F(Im)-m$ is therefore continuous on $[a,b]$, with $g(a)>0$ and $g(b)\le0$. The intermediate value theorem, `intermediate_value_Icc'`, gives a zero in $[a,b]$, and it is positive because $a>0$.

```lean
/-- For a strictly concave response that is bounded above, vanishes at zero splitting and has
initial slope `c`, a spontaneous moment exists whenever `I > 0` and `I * c > 1`. -/
theorem exists_moment {F : ℝ → ℝ} {c B I : ℝ} (hF : StrictConcaveOn ℝ (Ici 0) F)
    (h0 : F 0 = 0) (hc : HasDerivWithinAt F c (Ioi 0) 0) (hB : ∀ x, 0 ≤ x → F x ≤ B)
    (hI : 0 < I) (h : 1 < I * c) : ∃ m, IsSpontaneousMoment F I m := by
  have hcI : 1 / I < c := by
    rw [div_lt_iff₀ hI]
    linarith
  -- at a small splitting `t` the feedback exceeds the moment `t / I`
  obtain ⟨t, ht, ht0⟩ := (((response_ratio_tendsto h0 hc).eventually
    (lt_mem_nhds hcI)).and self_mem_nhdsWithin).exists
  have htpos : 0 < t := ht0
  have ha : 0 < t / I := div_pos htpos hI
  have hta : I * (t / I) = t := by field_simp
  have hlow : t / I < F t := by
    rw [lt_div_iff₀ htpos] at ht
    calc t / I = 1 / I * t := by ring
      _ < F t := ht
  -- at a suitable moment `b` the bounded response is at most `b`
  obtain ⟨b, hab, hBb⟩ : ∃ b, t / I ≤ b ∧ B ≤ b :=
    ⟨max (t / I) B, le_max_left _ _, le_max_right _ _⟩
  have hhigh : F (I * b) ≤ b := (hB _ (mul_pos hI (ha.trans_le hab)).le).trans hBb
  have hcont : ContinuousOn F (Ioi 0) :=
    (hF.concaveOn.subset Ioi_subset_Ici_self (convex_Ioi 0)).continuousOn isOpen_Ioi
  have hcomp : ContinuousOn (fun m => F (I * m)) (Icc (t / I) b) :=
    hcont.comp (continuous_const.mul continuous_id).continuousOn
      (fun m hm => mul_pos hI (ha.trans_le hm.1))
  have hg : ContinuousOn (fun m => F (I * m) - m) (Icc (t / I) b) :=
    hcomp.sub continuousOn_id
  have hmem : (0 : ℝ) ∈ Icc (F (I * b) - b) (F (I * (t / I)) - t / I) := by
    rw [hta]
    exact ⟨by linarith, by linarith⟩
  obtain ⟨m, hm, hm0⟩ := intermediate_value_Icc' hab hg hmem
  have hm1 : F (I * m) - m = 0 := hm0
  exact ⟨m, ha.trans_le hm.1, by linarith⟩
```

## The criterion and uniqueness

Conversely, any spontaneous moment satisfies

$$m=F(Im)<c\,Im,$$

and dividing by $m>0$ gives $1<Ic$. At the threshold $Ic=1$ there is thus no positive moment.

For uniqueness, let $m$ and $n$ both be spontaneous moments. If $m<n$, the feedback result gives $F(In)<n$, whereas $F(In)=n$. The case $n<m$ fails in the same way.

The theorem joins the equivalence and the uniqueness statement in one conjunction. Its hypothesis `hB` is only an upper bound, and only existence uses it.

```lean
/-- For a strictly concave response that is bounded above, vanishes at zero splitting and has
initial slope `c`, and for `I > 0`, a spontaneous moment exists if and only if `I * c > 1`, and
there is at most one. -/
theorem exchange_splitting_criterion {F : ℝ → ℝ} {c B I : ℝ}
    (hF : StrictConcaveOn ℝ (Ici 0) F) (h0 : F 0 = 0)
    (hc : HasDerivWithinAt F c (Ioi 0) 0) (hB : ∀ x, 0 ≤ x → F x ≤ B) (hI : 0 < I) :
    ((∃ m, IsSpontaneousMoment F I m) ↔ 1 < I * c) ∧
      ∀ m n, IsSpontaneousMoment F I m → IsSpontaneousMoment F I n → m = n := by
  refine ⟨⟨?_, exists_moment hF h0 hc hB hI⟩, ?_⟩
  · rintro ⟨m, hm⟩
    have h1 := response_lt_linear hF h0 hc (mul_pos hI hm.pos)
    rw [← hm.balance] at h1
    exact lt_of_mul_lt_mul_left (by linarith : m * 1 < m * (I * c)) hm.pos.le
  · intro m n hm hn
    have hr := feedback_restores hF h0 hI hm hn.pos
    rw [← hn.balance] at hr
    rcases lt_trichotomy m n with h | h | h
    · exact absurd (hr.2 h) (lt_irrefl n)
    · exact h
    · exact absurd (hr.1 h) (lt_irrefl n)
```

## Stronger exchange gives a larger splitting

The ratio inequality also compares two exchange constants $I<J$ with spontaneous moments $m$ and $n$. Suppose $Im\ge Jn$. If the splittings are equal, then $n=F(Jn)=F(Im)=m$, which forces $I=J$. If $Jn<Im$, then

$$Jn\cdot m<Im\cdot n,$$

so $J<I$. Both cases are contradictions, and therefore $Im<Jn$.

The hypotheses alone do not make the moment itself grow. Solving $m=F(Im)$ by hand for $F(x)=x-x^2$ gives $m=(I-1)/I^2$, which decreases for $I>2$ while the splitting $1-1/I$ still rises. This $F$ is a mathematical example, not a physical response: it falls for $x>1/2$ and is negative for $x>1$. If $F$ is increasing, the moment $m=F(Im)$ grows along with the splitting.

```lean
/-- The self-consistent exchange splitting `I * m` grows strictly with the exchange
constant `I`. -/
theorem splitting_strictly_increasing {F : ℝ → ℝ} {I J m n : ℝ}
    (hF : StrictConcaveOn ℝ (Ici 0) F) (h0 : F 0 = 0) (hI : 0 < I) (hIJ : I < J)
    (hm : IsSpontaneousMoment F I m) (hn : IsSpontaneousMoment F J n) :
    I * m < J * n := by
  by_contra hcon
  rcases (not_lt.1 hcon).eq_or_lt with h | h
  · -- equal splittings would give equal moments, hence equal exchange constants
    have hnm : n = m := by
      calc n = F (J * n) := hn.balance
        _ = F (I * m) := by rw [h]
        _ = m := hm.balance.symm
    rw [hnm] at h
    have := mul_right_cancel₀ hm.pos.ne' h
    linarith
  · have h1 := response_ratio_decreasing hF h0 (mul_pos (hI.trans hIJ) hn.pos) h
    rw [← hm.balance, ← hn.balance] at h1
    have h2 := mul_pos (sub_pos.2 hIJ) (mul_pos hm.pos hn.pos)
    nlinarith
```

## A solvable response, and one without saturation

A simple saturating response is $F(x)=x/(1+x)$.

```lean
/-- The model response `x / (1 + x)` to a splitting `x`. -/
def saturatingResponse (x : ℝ) : ℝ := x / (1 + x)
```

For weights $p,q>0$ with $p+q=1$ and distinct $x,y\ge0$,

$$F(px+qy)-pF(x)-qF(y)=\frac{pq\,(x-y)^2}{(1+x)(1+y)(1+px+qy)}>0,$$

so $F$ is strictly concave. Also $F(0)=0$, $F'(0)=1$ and $F\le1$. For $m>0$, the equation $m=Im/(1+Im)$ becomes $1+Im=I$, so $m=1-1/I$, which is positive when $I>1$. This exact value can be compared with the output of a numerical self-consistency loop for the same $F$. The function is chosen for its simple algebra, not taken from a band structure, and the onset of its moment is not typical: just above the threshold $m$ grows in proportion to $I-1$, whereas a smooth response that is odd in the splitting and has a negative cubic term gives a moment proportional to $\sqrt{Ic-1}$ there.

```lean
/-- On `x ≥ 0` the response `x / (1 + x)` is strictly concave and at most `1`; it vanishes at zero
and has initial slope `1`; for `I > 1` the value `1 - 1 / I` is a spontaneous moment. -/
theorem saturatingResponse_witness :
    StrictConcaveOn ℝ (Ici 0) saturatingResponse ∧ saturatingResponse 0 = 0 ∧
      HasDerivWithinAt saturatingResponse 1 (Ioi 0) 0 ∧
      (∀ x, 0 ≤ x → saturatingResponse x ≤ 1) ∧
      ∀ I, 1 < I → IsSpontaneousMoment saturatingResponse I (1 - 1 / I) := by
  refine ⟨⟨convex_Ici 0, ?_⟩, by simp [saturatingResponse], ?_, ?_, ?_⟩
  · intro x hx y hy hxy a b ha hb hab
    have hx0 : 0 ≤ x := hx
    have hy0 : 0 ≤ y := hy
    have h1 : 0 < 1 + x := by linarith
    have h2 : 0 < 1 + y := by linarith
    have h3 : 0 < 1 + (a * x + b * y) := by positivity
    have hsq : 0 < a * b * (x - y) ^ 2 :=
      mul_pos (mul_pos ha hb) (pow_pos (abs_pos.2 (sub_ne_zero.2 hxy)) 2 |>.trans_eq (sq_abs _))
    simp only [smul_eq_mul, saturatingResponse]
    rw [← mul_div_assoc, ← mul_div_assoc, div_add_div _ _ h1.ne' h2.ne',
      div_lt_div_iff₀ (mul_pos h1 h2) h3]
    -- the two sides differ by `a * b * (x - y) ^ 2`
    obtain rfl : b = 1 - a := by linarith
    nlinarith [hsq]
  · have h := (hasDerivAt_id' (0 : ℝ)).fun_div ((hasDerivAt_id' (0 : ℝ)).const_add 1)
      (by norm_num)
    exact (h.congr_deriv (by norm_num)).hasDerivWithinAt
  · intro x hx
    unfold saturatingResponse
    rw [div_le_one (by linarith)]
    linarith
  · intro I hI
    have hI0 : 0 < I := by linarith
    have e : I * (1 - 1 / I) = I - 1 := by field_simp
    refine ⟨sub_pos.2 ((div_lt_one hI0).2 hI), ?_⟩
    rw [e, saturatingResponse, add_sub_cancel, sub_div, div_self hI0.ne']
```

Without an upper bound, existence can fail above the threshold. The response $x+x/(1+x)$ grows without bound, which a finite number of electrons cannot do, so it serves only as a mathematical counterexample. On $[0,\infty)$ it is strictly concave, it vanishes at zero and it has initial slope $2$, so $Ic=2$ at $I=1$. A spontaneous moment would satisfy

$$m=m+\frac{m}{1+m},$$

which is impossible for $m>0$.

```lean
/-- The response `x + x / (1 + x)` is strictly concave on `x ≥ 0`, vanishes at zero and has initial
slope `2`, yet it has no spontaneous moment at `I = 1`. -/
theorem unbounded_response_no_moment :
    StrictConcaveOn ℝ (Ici 0) (fun x => x + saturatingResponse x) ∧
      0 + saturatingResponse 0 = 0 ∧
      HasDerivWithinAt (fun x => x + saturatingResponse x) 2 (Ioi 0) 0 ∧
      ¬ ∃ m, IsSpontaneousMoment (fun x => x + saturatingResponse x) 1 m := by
  obtain ⟨hs, hz, hd, -, -⟩ := saturatingResponse_witness
  refine ⟨(concaveOn_id (convex_Ici 0)).add_strictConcaveOn hs, by rw [hz, add_zero], ?_, ?_⟩
  · exact ((hasDerivAt_id' (0 : ℝ)).hasDerivWithinAt.fun_add hd).congr_deriv (by norm_num)
  · rintro ⟨m, hm⟩
    have h1 : m = 1 * m + saturatingResponse (1 * m) := hm.balance
    rw [one_mul] at h1
    have h2 : 0 < saturatingResponse m := div_pos hm.pos (by linarith [hm.pos])
    linarith

end

end SelfConsistentExchangeSplitting
```

```lean
#print axioms SelfConsistentExchangeSplitting.exchange_splitting_criterion
#print axioms SelfConsistentExchangeSplitting.splitting_strictly_increasing
#print axioms SelfConsistentExchangeSplitting.unbounded_response_no_moment
```

```
'SelfConsistentExchangeSplitting.exchange_splitting_criterion' depends on axioms: [propext, Classical.choice, Quot.sound]
'SelfConsistentExchangeSplitting.splitting_strictly_increasing' depends on axioms: [propext, Classical.choice, Quot.sound]
'SelfConsistentExchangeSplitting.unbounded_response_no_moment' depends on axioms: [propext, Classical.choice, Quot.sound]
```
